# Rode iteration on a finite energy grid converges geometrically if absolute in-scattering is at most a fraction θ < 1 of out-scattering

I compute a low-field mobility by Rode iteration on an energy grid. I start from the estimate that keeps only out-scattering, and the mobility rises with every step. Does the iteration approach a solution that is independent of my start, and how fast? And may I quote the first value as a lower bound, or could the iteration still come back down past it?

## One solution, approached from below when in-scattering and driving are non-negative

If the absolute in-scattering into every grid point is at most $\theta$ times the out-scattering rate there, with $0\le\theta<1$, there is exactly one solution, and $k$ steps from any start leave at most $\theta^k$ times the initial maximum error. If the in-scattering coefficients and the driving term are also non-negative, your iterates never decrease and never exceed the solution, so the first value is a lower bound for a mobility that sums the solution with non-negative weights.

In an isotropic band, let $g_i$ be the perturbation of the distribution at grid point $i$, meaning the amplitude of its part proportional to the cosine of the angle between wave vector and driving force. Let $v_i>0$ be the out-scattering rate, $K_{ij}$ the in-scattering coefficient from $j$ to $i$, weighted by the cosine of the scattering angle, and $b_i$ the driving term of the field. The linearised Boltzmann equation and the Rode step $R$ are

$$v_i g_i=b_i+\sum_j K_{ij}g_j,\qquad (Rg)_i=\frac{b_i+\sum_j K_{ij}g_j}{v_i}.$$

Multiplying $Rg=g$ by $v_i$ gives the Boltzmann equation, and dividing by $v_i$ leads back.

**Convergence.** Assume $\sum_j|K_{ij}|\le\theta v_i$ and write $\|g\|=\max_i|g_i|$. In the difference of two steps the driving term cancels:

$$|(Rg-Rh)_i|=\frac{1}{v_i}\Big|\sum_jK_{ij}(g_j-h_j)\Big|\le\frac{\sum_j|K_{ij}|}{v_i}\,\|g-h\|\le\theta\|g-h\|.$$

Successive iterates $g^{(k)}=R^kg^{(0)}$ therefore satisfy $\|g^{(k+1)}-g^{(k)}\|\le\theta^k\|g^{(1)}-g^{(0)}\|$. For $\theta<1$ they form a Cauchy sequence, whose limit is a fixed point because $R$ is continuous. Two solutions would satisfy $\|g-h\|\le\theta\|g-h\|$, which forces $g=h$. Taking $h$ to be the solution and repeating the estimate $k$ times gives the factor $\theta^k$.

This rate can be attained. If $\sum_jK_{ij}=\theta v_i$ at every $i$ and $g$ is a solution, then a uniform error $c$ gives

$$(R(g+c))_i=\frac{b_i+\sum_jK_{ij}g_j+c\,\theta v_i}{v_i}=g_i+\theta c.$$

**Lower bound.** Let $K_{ij}\ge0$ and $b_i\ge0$. Then $g\le h$ at every point implies $Rg\le Rh$. From $g^{(0)}_i=b_i/v_i\ge0$ follows

$$g^{(1)}_i=g^{(0)}_i+\frac{1}{v_i}\sum_jK_{ij}g^{(0)}_j\ge g^{(0)}_i,$$

and applying $R$ repeatedly gives $g^{(k+1)}\ge g^{(k)}$. A non-decreasing sequence stays at or below its limit, which is the solution $g$. With weights $w_i\ge0$, summation gives $\sum_iw_ib_i/v_i\le\sum_iw_ig_i$.

**A single grid point.** With one coefficient $\kappa$, where $0\le\kappa<v$, take $\theta=\kappa/v$. The iterates are partial sums of a geometric series,

$$g^{(k)}=\frac bv\sum_{m=0}^{k}\theta^m\;\longrightarrow\;\frac{b}{v-\kappa},$$

so in-scattering reduces the effective relaxation rate from $v$ to $v-\kappa$. For $-v<\kappa<0$ and $b>0$ the first estimate $b/v$ lies above the solution, so the lower bound does need a condition on the sign of in-scattering.

## What the rates and bounds mean in Lean

The grid is a finite type `ι`; no ordering or spacing of energies enters, and quadrature weights are absorbed in `K`. `SolvesBoltzmann` is the balance equation, `rodeStep` is $R$, and `outScattering` is $b/v$. The norm on `ι → ℝ` is the maximum norm, `^[k]` means $k$ applications, and `≤` between functions holds point by point.

`rode_converges` states existence, uniqueness and the error bound for every start `g₀`. `rode_rate_sharp` gives the exact evolution of a uniform error. `rode_monotone` needs no bound on the row sums, whereas `rode_lower_bound` and `mobility_lower_bound` do.

The row-sum condition with $\theta<1$ says that the absolute in-scattering coefficients into each point add up to at most a fixed fraction of the out-scattering rate there. It is assumed, not derived from a scattering mechanism, and it can fail, for polar optical phonons even at room temperature: below the phonon energy, a point loses electrons mainly by phonon absorption if other scattering is weak, and the coefficient for phonon emission from above into that point may exceed this loss rate. The condition is sufficient but not necessary, so its failure does not imply that the iteration diverges. Negative coefficients, which can arise from predominant backscattering, are allowed for convergence but not for the lower bound.

For mobility simulations, the result gives a convergence rate and a one-sided check within a linearised, finite-grid model; the error of the grid itself is a separate matter.

```lean
import Mathlib

open Filter Topology

namespace RodeIteration

noncomputable section

variable {ι : Type*} [Fintype ι]

/-- The linearised Boltzmann equation on an energy grid: out-scattering `v i * g i` balances
the driving term `b i` plus in-scattering from all grid points. -/
def SolvesBoltzmann (v : ι → ℝ) (K : ι → ι → ℝ) (b g : ι → ℝ) : Prop :=
  ∀ i, v i * g i = b i + ∑ j, K i j * g j

/-- One Rode step, `g ↦ (b + K g) / v`, for nonzero out-scattering rates `v`. -/
def rodeStep (v : ι → ℝ) (K : ι → ι → ℝ) (b g : ι → ℝ) : ι → ℝ :=
  fun i => (b i + ∑ j, K i j * g j) / v i

/-- The estimate `b / v` that keeps out-scattering only, for nonzero rates `v`. -/
def outScattering (v b : ι → ℝ) : ι → ℝ :=
  fun i => b i / v i

/-- For positive out-scattering rates, the fixed points of the Rode step are exactly the
solutions of the linearised Boltzmann equation. -/
theorem rodeStep_eq_self_iff {v : ι → ℝ} {K : ι → ι → ℝ} {b g : ι → ℝ}
    (hv : ∀ i, 0 < v i) : rodeStep v K b g = g ↔ SolvesBoltzmann v K b g := by
  constructor
  · intro h i
    have hi := congrFun h i
    simp only [rodeStep] at hi
    rw [div_eq_iff (hv i).ne'] at hi
    linear_combination -hi
  · intro h
    funext i
    simp only [rodeStep]
    rw [div_eq_iff (hv i).ne']
    linear_combination -(h i)

/-- If the rates `v` are positive and the absolute in-scattering into each grid point is at most
`θ v i`, with `θ ≥ 0`, a Rode step multiplies sup-norm distances by at most `θ`. -/
theorem rodeStep_contracts {v : ι → ℝ} {K : ι → ι → ℝ} {θ : ℝ} (hv : ∀ i, 0 < v i)
    (hK : ∀ i, ∑ j, |K i j| ≤ θ * v i) (h0 : 0 ≤ θ) (b g h : ι → ℝ) :
    ‖rodeStep v K b g - rodeStep v K b h‖ ≤ θ * ‖g - h‖ := by
  refine (pi_norm_le_iff_of_nonneg (mul_nonneg h0 (norm_nonneg _))).2 fun i => ?_
  -- the driving term cancels in the difference
  have hdiff : (rodeStep v K b g - rodeStep v K b h) i
      = (∑ j, K i j * (g j - h j)) / v i := by
    simp only [Pi.sub_apply, rodeStep, mul_sub, Finset.sum_sub_distrib]
    ring
  rw [hdiff, Real.norm_eq_abs, abs_div, abs_of_pos (hv i), div_le_iff₀ (hv i)]
  calc |∑ j, K i j * (g j - h j)|
      ≤ ∑ j, |K i j * (g j - h j)| := Finset.abs_sum_le_sum_abs _ _
    _ ≤ ∑ j, |K i j| * ‖g - h‖ := Finset.sum_le_sum fun j _ => by
        rw [abs_mul]
        exact mul_le_mul_of_nonneg_left (norm_le_pi_norm (g - h) j) (abs_nonneg _)
    _ = (∑ j, |K i j|) * ‖g - h‖ := by rw [Finset.sum_mul]
    _ ≤ θ * v i * ‖g - h‖ := mul_le_mul_of_nonneg_right (hK i) (norm_nonneg _)
    _ = θ * ‖g - h‖ * v i := by ring

/-- If the rates `v` are positive and the absolute in-scattering into each grid point is at most
`θ v i`, with `θ ≥ 0`, the sup-norm distance to a solution `g` of the Boltzmann equation after `k`
Rode steps is at most `θ ^ k` times its initial value. -/
theorem rode_error {v : ι → ℝ} {K : ι → ι → ℝ} {b g : ι → ℝ} {θ : ℝ} (hv : ∀ i, 0 < v i)
    (hK : ∀ i, ∑ j, |K i j| ≤ θ * v i) (h0 : 0 ≤ θ) (hg : SolvesBoltzmann v K b g)
    (g₀ : ι → ℝ) (k : ℕ) :
    ‖(rodeStep v K b)^[k] g₀ - g‖ ≤ θ ^ k * ‖g₀ - g‖ := by
  induction k with
  | zero => simp
  | succ k ih =>
    rw [Function.iterate_succ_apply']
    have hstep := rodeStep_contracts hv hK h0 b ((rodeStep v K b)^[k] g₀) g
    rw [(rodeStep_eq_self_iff hv).2 hg] at hstep
    calc _ ≤ θ * ‖(rodeStep v K b)^[k] g₀ - g‖ := hstep
      _ ≤ θ * (θ ^ k * ‖g₀ - g‖) := mul_le_mul_of_nonneg_left ih h0
      _ = θ ^ (k + 1) * ‖g₀ - g‖ := by ring

/-- Convergence of the Rode iteration: if the rates `v` are positive and the absolute
in-scattering into each grid point is at most `θ v i` with `0 ≤ θ < 1`, the Boltzmann equation
has exactly one solution, and from any start the error after `k` steps is at most `θ ^ k` times
the initial one. -/
theorem rode_converges {v : ι → ℝ} {K : ι → ι → ℝ} {θ : ℝ} (hv : ∀ i, 0 < v i)
    (hK : ∀ i, ∑ j, |K i j| ≤ θ * v i) (h0 : 0 ≤ θ) (h1 : θ < 1) (b : ι → ℝ) :
    ∃ g, SolvesBoltzmann v K b g ∧ (∀ h, SolvesBoltzmann v K b h → h = g) ∧
      ∀ (g₀ : ι → ℝ) (k : ℕ), ‖(rodeStep v K b)^[k] g₀ - g‖ ≤ θ ^ k * ‖g₀ - g‖ := by
  -- Banach's fixed-point theorem supplies the solution
  have hc : ContractingWith (⟨θ, h0⟩ : NNReal) (rodeStep v K b) := by
    refine ⟨NNReal.coe_lt_coe.1 (by rw [NNReal.coe_one]; exact h1),
      LipschitzWith.of_dist_le_mul fun g h => ?_⟩
    rw [dist_eq_norm, dist_eq_norm]
    exact rodeStep_contracts hv hK h0 b g h
  have hg := (rodeStep_eq_self_iff hv).1 hc.fixedPoint_isFixedPt
  refine ⟨_, hg, fun h hh => ?_, rode_error hv hK h0 hg⟩
  -- a positive distance between two solutions would be smaller than itself
  have hd := rode_error hv hK h0 hg h 1
  rw [Function.iterate_one, (rodeStep_eq_self_iff hv).2 hh, pow_one] at hd
  refine sub_eq_zero.1 (norm_eq_zero.1 (le_antisymm ?_ (norm_nonneg _)))
  by_contra hpos
  nlinarith [mul_pos (sub_pos.2 h1) (not_le.1 hpos)]

/-- If the rates `v` are positive and the in-scattering coefficients into each grid point sum to
exactly `θ v i`, a start that differs from a solution `g` by a uniform error `c` differs from it by
exactly `θ ^ k * c` after `k` steps. -/
theorem rode_rate_sharp {v : ι → ℝ} {K : ι → ι → ℝ} {b g : ι → ℝ} {θ : ℝ}
    (hv : ∀ i, 0 < v i) (hK : ∀ i, ∑ j, K i j = θ * v i) (hg : SolvesBoltzmann v K b g)
    (c : ℝ) (k : ℕ) :
    (rodeStep v K b)^[k] (fun i => g i + c) = fun i => g i + θ ^ k * c := by
  induction k with
  | zero => simp
  | succ k ih =>
    rw [Function.iterate_succ_apply', ih]
    funext i
    have hsum : ∑ j, K i j * (g j + θ ^ k * c)
        = ∑ j, K i j * g j + (∑ j, K i j) * (θ ^ k * c) := by
      simp only [mul_add, Finset.sum_add_distrib, Finset.sum_mul]
    simp only [rodeStep]
    rw [div_eq_iff (hv i).ne', hsum, hK i]
    linear_combination -(hg i)

/-- For positive rates `v` and non-negative in-scattering and driving terms, the Rode iterates that
start from the out-scattering estimate never decrease at any grid point. -/
theorem rode_monotone {v : ι → ℝ} {K : ι → ι → ℝ} {b : ι → ℝ} (hv : ∀ i, 0 < v i)
    (hK : ∀ i j, 0 ≤ K i j) (hb : ∀ i, 0 ≤ b i) :
    Monotone fun k : ℕ => (rodeStep v K b)^[k] (outScattering v b) := by
  have hmono : Monotone (rodeStep v K b) := by
    intro g h hgh i
    have hsum : ∑ j, K i j * g j ≤ ∑ j, K i j * h j :=
      Finset.sum_le_sum fun j _ => mul_le_mul_of_nonneg_left (hgh j) (hK i j)
    exact div_le_div_of_nonneg_right (by linarith) (hv i).le
  -- the first step only adds in-scattering
  refine hmono.monotone_iterate_of_le_map fun i => ?_
  have hsum : 0 ≤ ∑ j, K i j * outScattering v b j :=
    Finset.sum_nonneg fun j _ => mul_nonneg (hK i j) (div_nonneg (hb j) (hv j).le)
  exact div_le_div_of_nonneg_right (by linarith) (hv i).le

/-- For positive rates `v`, non-negative in-scattering and driving terms, and in-scattering
coefficients into each grid point that sum to at most `θ v i` with `0 ≤ θ < 1`, every Rode iterate
from the out-scattering estimate is a lower bound to a solution `g` of the Boltzmann equation. -/
theorem rode_lower_bound {v : ι → ℝ} {K : ι → ι → ℝ} {b g : ι → ℝ} {θ : ℝ}
    (hv : ∀ i, 0 < v i) (hK : ∀ i j, 0 ≤ K i j) (hb : ∀ i, 0 ≤ b i)
    (hrow : ∀ i, ∑ j, K i j ≤ θ * v i) (h0 : 0 ≤ θ) (h1 : θ < 1)
    (hg : SolvesBoltzmann v K b g) (k : ℕ) :
    (rodeStep v K b)^[k] (outScattering v b) ≤ g := by
  have habs : ∀ i, ∑ j, |K i j| ≤ θ * v i := fun i => by
    simpa only [abs_of_nonneg (hK i _)] using hrow i
  have hlim : Tendsto (fun k : ℕ => (rodeStep v K b)^[k] (outScattering v b))
      atTop (𝓝 g) := by
    rw [tendsto_iff_norm_sub_tendsto_zero]
    refine squeeze_zero (fun k => norm_nonneg _)
      (fun k => rode_error hv habs h0 hg (outScattering v b) k) ?_
    have h := (tendsto_pow_atTop_nhds_zero_of_lt_one h0 h1).mul_const ‖outScattering v b - g‖
    rw [zero_mul] at h
    exact h
  -- a non-decreasing sequence stays at or below its limit
  exact (rode_monotone hv hK hb).ge_of_tendsto hlim k

/-- For positive rates `v`, non-negative in-scattering and driving terms, and in-scattering
coefficients into each grid point that sum to at most `θ v i` with `0 ≤ θ < 1`, a mobility computed
as a grid sum of a solution `g` with non-negative weights `w` is bounded from below by its
out-scattering estimate. -/
theorem mobility_lower_bound {v : ι → ℝ} {K : ι → ι → ℝ} {b g w : ι → ℝ} {θ : ℝ}
    (hv : ∀ i, 0 < v i) (hK : ∀ i j, 0 ≤ K i j) (hb : ∀ i, 0 ≤ b i)
    (hrow : ∀ i, ∑ j, K i j ≤ θ * v i) (h0 : 0 ≤ θ) (h1 : θ < 1)
    (hg : SolvesBoltzmann v K b g) (hw : ∀ i, 0 ≤ w i) :
    ∑ i, w i * outScattering v b i ≤ ∑ i, w i * g i :=
  Finset.sum_le_sum fun i _ =>
    mul_le_mul_of_nonneg_left (rode_lower_bound hv hK hb hrow h0 h1 hg 0 i) (hw i)

end

end RodeIteration
```

```lean
#print axioms RodeIteration.rode_converges
#print axioms RodeIteration.rode_rate_sharp
#print axioms RodeIteration.mobility_lower_bound
```

```
'RodeIteration.rode_converges' depends on axioms: [propext, Classical.choice, Quot.sound]
'RodeIteration.rode_rate_sharp' depends on axioms: [propext, Classical.choice, Quot.sound]
'RodeIteration.mobility_lower_bound' depends on axioms: [propext, Classical.choice, Quot.sound]
```

## From the contraction to the mobility bound

`rodeStep_eq_self_iff` clears the denominator with `div_eq_iff`, in both directions. In `rodeStep_contracts`, `hdiff` cancels the driving term, and the `calc` block applies the triangle inequality, the maximum norm and the row-sum bound in turn. `rode_error` repeats this estimate by induction.

`rode_converges` passes the contraction to Banach's fixed-point theorem through `ContractingWith`, which replaces the Cauchy argument. For uniqueness it applies `rode_error` with one step to a second solution, and `nlinarith` rules out a positive distance. `rode_rate_sharp` is an induction in which `hsum` separates the uniform error from the solution.

In `rode_monotone`, `hmono` is the order preservation of $R$, and `monotone_iterate_of_le_map` extends the first inequality $g^{(0)}\le g^{(1)}$ to all steps. `rode_lower_bound` obtains convergence by squeezing the error between zero and $\theta^k\|g^{(0)}-g\|$; `ge_of_tendsto` then places each iterate at or below the limit. `mobility_lower_bound` takes the case $k=0$, multiplies by the weights and sums.
